# A smaller cutoff for small components puts free high-momentum Dirac waves at level zero

A free electron described by the Dirac equation has a large and a small component. When the electron is much slower than light, the small component carries little of the norm, so a plane-wave code might store it only up to a lower momentum cutoff than the large one. What happens to the energy of a wave that keeps its large component but loses its small one?

In atomic units, with the rest energy subtracted, a plane wave with spin along or against its momentum is governed by the block

$$
H(k)=\begin{pmatrix}0 & ck\\ ck & -2c^2\end{pmatrix},
$$

where $c>0$ is the speed of light and the real number $k$ is the momentum, its sign fixed by the spin direction. The first basis vector is the large component, the second the small one. The larger eigenvalue of $H(k)$ is the relativistic kinetic energy

$$
E(k)=\sqrt{c^4+c^2k^2}-c^2,\qquad
\frac{k^2}{2}-\frac{k^4}{8c^2}\;\le\;E(k)\;\le\;\frac{k^2}{2}.
$$

If the small component is deleted, only the upper left entry of $H(k)$ remains, and the level is $0$. For $|k|$ well below $c$, the wave has lost an energy close to $k^2/2$.

## Separate cutoffs in a four-component code

The result concerns codes that expand large and small components separately in plane waves, and it is proved here for free electrons in a finite basis. The large–large block of the Hamiltonian contains no kinetic energy: all of it comes from the coupling $ck$ to the small component. A small-component cutoff $K$ below the large-component cutoff therefore leaves a range of momenta in which motion costs nothing.

This is simple to test with the potential switched off. If the matrix elements themselves are correct, a zero eigenvalue whose eigenvector has nonzero momentum shows that the matching small component is missing, because a complete block with $k\ne0$ has the nonzero determinant $-c^2k^2$. The level moves down although the basis has shrunk, because the deleted basis function belonged mainly to the negative-energy level, which had been pushing the upper one up.

## From the secular equation to the inverted levels

**The secular equation.** An eigenvalue $\mu$ of $H(k)$ satisfies

$$
\det(H(k)-\mu)=\mu(\mu+2c^2)-c^2k^2=0 .
$$

Write $s=\sqrt{c^4+c^2k^2}$, so that $E=s-c^2$. Then

$$
E(E+2c^2)=(s-c^2)(s+c^2)=s^2-c^4=c^2k^2 .
$$

Since $s\ge c^2$, also $E\ge 0$.

**$E$ is the largest eigenvalue.** The vector $(E+2c^2,\;ck)$ is nonzero, because $E+2c^2>0$. The two rows of $H(k)$ applied to it give

$$
ck\cdot ck=E(E+2c^2),\qquad ck(E+2c^2)-2c^2\,ck=E\,ck ,
$$

so it is an eigenvector with eigenvalue $E$. Its squared norm is $(E+2c^2)^2+c^2k^2=2(E+c^2)(E+2c^2)$, so after normalisation the small component has weight $E/(2(E+c^2))$.

Now let $\mu>E$ and suppose that $H(k)v=\mu v$ with $v=(v_0,v_1)$. The rows read $ck\,v_1=\mu v_0$ and $ck\,v_0=(\mu+2c^2)v_1$. Multiplying the first by $\mu+2c^2$ and using the second, and then multiplying the second by $\mu$ and using the first, gives

$$
D\,v_0=0,\qquad D\,v_1=0,\qquad D=\mu(\mu+2c^2)-c^2k^2 .
$$

By the secular equation for $E$,

$$
D=\mu(\mu+2c^2)-E(E+2c^2)=(\mu-E)(\mu+E+2c^2)>0 .
$$

Hence $v=0$, and $\mu$ is not an eigenvalue.

**The two bounds.** The secular equation can be written as

$$
E=\frac{k^2}{2}-\frac{E^2}{2c^2}.
$$

Dropping the last term gives $E\le k^2/2$. As $E\ge0$, this implies $E^2\le k^4/4$, and inserting that into the same equation gives $E\ge k^2/2-k^4/(8c^2)$.

**The cut basis.** Take finitely many waves with momenta $k_i$, and keep the small component of wave $i$ only if $|k_i|\le K$. Different waves do not couple. A wave within the cutoff retains its whole block, and therefore its level $E(k_i)$. If $|k_j|>K$, the large component of wave $j$ has diagonal entry $0$ and its only partner is gone, so it is an exact eigenvector with level $0$.

The square root grows strictly with $k^2$, so $|k_i|\le K<|k_j|$ implies $E(k_i)<E(k_j)$. If $k_i\ne0$, then $E(k_i)>E(0)=0$ as well. Wave $j$ should lie above wave $i$, but the cut basis places it below.

## The Lean file

```lean
import Mathlib

open Matrix

namespace DiracPlaneWaveCutoff

noncomputable section

/-- The Dirac block of a plane wave of momentum `k`, in the basis (large component,
small component), with the rest energy subtracted. -/
def diracBlock (c k : ℝ) : Matrix (Fin 2) (Fin 2) ℝ :=
  !![0, c * k; c * k, -2 * c ^ 2]

/-- The relativistic kinetic energy `√(c⁴ + c²k²) - c²`. -/
def upperLevel (c k : ℝ) : ℝ := √(c ^ 4 + c ^ 2 * k ^ 2) - c ^ 2

/-- The relativistic kinetic energy solves the secular equation `E (E + 2c²) = c²k²`. -/
theorem upperLevel_secular (c k : ℝ) :
    upperLevel c k * (upperLevel c k + 2 * c ^ 2) = c ^ 2 * k ^ 2 := by
  have h : √(c ^ 4 + c ^ 2 * k ^ 2) ^ 2 = c ^ 4 + c ^ 2 * k ^ 2 :=
    Real.sq_sqrt (by positivity)
  unfold upperLevel
  linear_combination h

/-- For `c > 0` the relativistic kinetic energy is not negative. -/
theorem upperLevel_nonneg {c : ℝ} (hc : 0 < c) (k : ℝ) : 0 ≤ upperLevel c k := by
  have h : c ^ 2 ≤ √(c ^ 4 + c ^ 2 * k ^ 2) := by
    rw [Real.le_sqrt' (by positivity)]
    nlinarith [sq_nonneg (c * k)]
  unfold upperLevel
  linarith

/-- For `c > 0` the relativistic kinetic energy grows strictly with the size of the momentum. -/
theorem upperLevel_lt {c p q : ℝ} (hc : 0 < c) (h : |p| < |q|) :
    upperLevel c p < upperLevel c q := by
  have h2 : p ^ 2 < q ^ 2 := sq_lt_sq.mpr h
  have h3 : c ^ 2 * p ^ 2 < c ^ 2 * q ^ 2 := mul_lt_mul_of_pos_left h2 (by positivity)
  have h4 : √(c ^ 4 + c ^ 2 * p ^ 2) < √(c ^ 4 + c ^ 2 * q ^ 2) :=
    Real.sqrt_lt_sqrt (by positivity) (by linarith)
  unfold upperLevel
  linarith

/-- For `c > 0` the largest eigenvalue of the Dirac block is the relativistic kinetic energy. -/
theorem upperLevel_isGreatest {c : ℝ} (hc : 0 < c) (k : ℝ) :
    IsGreatest {μ : ℝ | ∃ v : Fin 2 → ℝ, v ≠ 0 ∧ diracBlock c k *ᵥ v = μ • v}
      (upperLevel c k) := by
  have hE := upperLevel_nonneg hc k
  have hs := upperLevel_secular c k
  have hc2 : 0 < c ^ 2 := by positivity
  constructor
  · -- the eigenvector has components `E + 2c²` and `ck`
    refine ⟨![upperLevel c k + 2 * c ^ 2, c * k], ?_, ?_⟩
    · intro h
      have h0 : upperLevel c k + 2 * c ^ 2 = 0 := congrFun h 0
      linarith
    · ext a
      fin_cases a
      · simp [diracBlock, Matrix.mulVec, dotProduct, Fin.sum_univ_two]
        linear_combination -hs
      · simp [diracBlock, Matrix.mulVec, dotProduct, Fin.sum_univ_two]
        ring
  · rintro μ ⟨v, hv, h⟩
    have h0 := congrFun h 0
    have h1 := congrFun h 1
    simp [diracBlock, Matrix.mulVec, dotProduct, Fin.sum_univ_two] at h0 h1
    by_contra hlt
    have hlt' : upperLevel c k < μ := not_le.mp hlt
    -- above the upper level the secular determinant is positive
    have hpos : 0 < μ * (μ + 2 * c ^ 2) - c ^ 2 * k ^ 2 := by
      have hp : 0 < (μ - upperLevel c k) * (μ + upperLevel c k + 2 * c ^ 2) :=
        mul_pos (by linarith) (by linarith)
      linarith
    have k0 : (μ * (μ + 2 * c ^ 2) - c ^ 2 * k ^ 2) * v 0 = 0 := by
      linear_combination -(μ + 2 * c ^ 2) * h0 - c * k * h1
    have k1 : (μ * (μ + 2 * c ^ 2) - c ^ 2 * k ^ 2) * v 1 = 0 := by
      linear_combination -μ * h1 - c * k * h0
    apply hv
    ext a
    fin_cases a
    · exact (mul_eq_zero.mp k0).resolve_left hpos.ne'
    · exact (mul_eq_zero.mp k1).resolve_left hpos.ne'

/-- For `c > 0` the largest eigenvalue `E` of the Dirac block lies between
`k²/2 - k⁴/(8c²)` and the nonrelativistic kinetic energy `k²/2`. -/
theorem upper_eigenvalue_bounds {c k E : ℝ} (hc : 0 < c)
    (hE : IsGreatest {μ : ℝ | ∃ v : Fin 2 → ℝ, v ≠ 0 ∧ diracBlock c k *ᵥ v = μ • v} E) :
    k ^ 2 / 2 - k ^ 4 / (8 * c ^ 2) ≤ E ∧ E ≤ k ^ 2 / 2 := by
  obtain rfl : E = upperLevel c k := hE.unique (upperLevel_isGreatest hc k)
  have h0 := upperLevel_nonneg hc k
  have hs := upperLevel_secular c k
  have hc2 : 0 < c ^ 2 := by positivity
  -- dropping `E²` in the secular equation gives the upper bound
  have hup : upperLevel c k ≤ k ^ 2 / 2 := by
    have h : c ^ 2 * upperLevel c k ≤ c ^ 2 * (k ^ 2 / 2) := by
      nlinarith [sq_nonneg (upperLevel c k)]
    exact le_of_mul_le_mul_left h hc2
  refine ⟨?_, hup⟩
  -- inserting the upper bound into `E²` gives the lower bound
  have hsq : upperLevel c k ^ 2 ≤ (k ^ 2 / 2) ^ 2 := pow_le_pow_left₀ h0 hup 2
  have h : k ^ 2 / 2 - upperLevel c k ≤ k ^ 4 / (8 * c ^ 2) := by
    rw [le_div_iff₀ (by positivity)]
    nlinarith [hs, hsq]
  linarith

variable {ι : Type*} [Fintype ι] [DecidableEq ι]

/-- The free Dirac Hamiltonian in a finite basis of plane waves with momenta `k i`, each with
a large (left) and a small (right) component. -/
def basisHamiltonian (c : ℝ) (k : ι → ℝ) : Matrix (ι ⊕ ι) (ι ⊕ ι) ℝ :=
  Matrix.fromBlocks 0 (Matrix.diagonal fun i => c * k i)
    (Matrix.diagonal fun i => c * k i) (Matrix.diagonal fun _ => -2 * c ^ 2)

/-- The same Hamiltonian when small components are kept only for momenta up to the cutoff `K`. -/
def cutoffHamiltonian (c : ℝ) (k : ι → ℝ) (K : ℝ) :
    Matrix (ι ⊕ {i // |k i| ≤ K}) (ι ⊕ {i // |k i| ≤ K}) ℝ :=
  (basisHamiltonian c k).submatrix (Sum.map id Subtype.val) (Sum.map id Subtype.val)

/-- The state of a plane wave within the small-component cutoff, with large amplitude
`E + 2c²` and small amplitude `ck`, where `E` is the relativistic kinetic energy. -/
def keptWave (c : ℝ) (k : ι → ℝ) (K : ℝ) (i : {i // |k i| ≤ K}) :
    ι ⊕ {i // |k i| ≤ K} → ℝ :=
  (upperLevel c (k i) + 2 * c ^ 2) • Pi.single (Sum.inl i.1) 1
    + (c * k i) • Pi.single (Sum.inr i) 1

/-- The Hamiltonian in the cut basis multiplies the vector `keptWave` by the relativistic kinetic
energy of its wave. -/
theorem cutoff_keptWave (c : ℝ) (k : ι → ℝ) (K : ℝ) (i : {i // |k i| ≤ K}) :
    cutoffHamiltonian c k K *ᵥ keptWave c k K i
      = upperLevel c (k i) • keptWave c k K i := by
  have hs := upperLevel_secular c (k i)
  rw [keptWave, Matrix.mulVec_add, Matrix.mulVec_smul, Matrix.mulVec_smul,
    Matrix.mulVec_single_one, Matrix.mulVec_single_one]
  ext (l | l)
  · by_cases h : l = i.1
    · subst h
      simp [cutoffHamiltonian, basisHamiltonian]
      linear_combination -hs
    · simp [cutoffHamiltonian, basisHamiltonian, h]
  · by_cases h : l = i
    · subst h
      simp [cutoffHamiltonian, basisHamiltonian]
      ring
    · have h' : (l : ι) ≠ i := fun e => h (Subtype.ext e)
      simp [cutoffHamiltonian, basisHamiltonian, h, h']

/-- A large-component plane wave with momentum beyond the small-component cutoff is an
eigenvector of level zero. -/
theorem cutoff_highWave (c : ℝ) (k : ι → ℝ) {K : ℝ} {j : ι} (hj : K < |k j|) :
    cutoffHamiltonian c k K *ᵥ Pi.single (Sum.inl j) 1 = 0 := by
  rw [Matrix.mulVec_single_one]
  ext (l | l)
  · simp [cutoffHamiltonian, basisHamiltonian]
  · -- no kept small component has the momentum index `j`
    have h : (l : ι) ≠ j := fun e => not_le_of_gt hj (e ▸ l.2)
    simp [cutoffHamiltonian, basisHamiltonian, h]

/-- Let `c > 0`, let wave `i` of nonzero momentum lie within the small-component cutoff and
wave `j` beyond it. In the cut basis `j` has level zero, below the level of `i`, although the
relativistic kinetic energy of `j` is above that of `i`. -/
theorem small_cutoff_inverts_levels {c K : ℝ} {k : ι → ℝ} (hc : 0 < c)
    (i : {i // |k i| ≤ K}) (hi : k i ≠ 0) {j : ι} (hj : K < |k j|) :
    (keptWave c k K i ≠ 0 ∧
      cutoffHamiltonian c k K *ᵥ keptWave c k K i = upperLevel c (k i) • keptWave c k K i) ∧
    cutoffHamiltonian c k K *ᵥ Pi.single (Sum.inl j) 1 = 0 ∧
    0 < upperLevel c (k i) ∧ upperLevel c (k i) < upperLevel c (k j) := by
  refine ⟨⟨?_, cutoff_keptWave c k K i⟩, cutoff_highWave c k hj, ?_,
    upperLevel_lt hc (lt_of_le_of_lt i.2 hj)⟩
  · intro h
    have h0 : upperLevel c (k i) + 2 * c ^ 2 = 0 := by
      have h1 := congrFun h (Sum.inl i.1)
      simpa [keptWave] using h1
    have h2 := upperLevel_nonneg hc (k i)
    have h3 : 0 < c ^ 2 := by positivity
    linarith
  · have h : |(0 : ℝ)| < |k i| := by
      rw [abs_zero]
      exact abs_pos.mpr hi
    exact lt_of_le_of_lt (upperLevel_nonneg hc 0) (upperLevel_lt hc h)

end

end DiracPlaneWaveCutoff
```

```lean
#print axioms DiracPlaneWaveCutoff.upper_eigenvalue_bounds
#print axioms DiracPlaneWaveCutoff.small_cutoff_inverts_levels
```

```
'DiracPlaneWaveCutoff.upper_eigenvalue_bounds' depends on axioms: [propext, Classical.choice, Quot.sound]
'DiracPlaneWaveCutoff.small_cutoff_inverts_levels' depends on axioms: [propext, Classical.choice, Quot.sound]
```

## The matrices and levels in Lean

`diracBlock c k` is the block $H(k)$ over the real numbers, and `upperLevel c k` is the formula for $E(k)$. An eigenvalue is a real `μ` for which some nonzero real vector `v` satisfies `diracBlock c k *ᵥ v = μ • v`. `IsGreatest` says that a number belongs to this set and that no member exceeds it.

`upperLevel_isGreatest` identifies the greatest eigenvalue with the formula. `upper_eigenvalue_bounds` then takes any `E` that is the greatest eigenvalue and places it between the two bounds. The bounds are thus statements about the matrix, and hold for every real `k` and every `c > 0`. Once $|k|\ge 2c$ the lower bound is no longer positive, and $E\ge0$ says at least as much.

For the basis, `ι` is a finite set of labels and `k i` is the momentum of wave `i`. The index type `ι ⊕ ι` lists large components on the left (`Sum.inl`) and small ones on the right (`Sum.inr`). `basisHamiltonian` has a zero large–large block, diagonal couplings $ck_i$, and $-2c^2$ on the small–small diagonal. `cutoffHamiltonian` is the submatrix in which the right-hand labels are restricted to `{i // |k i| ≤ K}`. Nothing else is altered, so this is what a code obtains by omitting those basis functions.

`small_cutoff_inverts_levels` takes a kept wave `i` with nonzero momentum and a wave `j` with `K < |k j|`. It states that

- `keptWave c k K i` is a nonzero eigenvector of the cut matrix with level `upperLevel c (k i)`;
- the unit vector on the large component of `j` is sent to zero;
- `upperLevel c (k i)` is positive and smaller than `upperLevel c (k j)`.

The condition `k i ≠ 0` is there because a wave at rest has level zero itself, which would leave a tie. The value `upperLevel c (k j)` is the correct level of `j` in the sense of its own complete block. `keptWave` uses the unnormalised amplitudes $E+2c^2$ and $ck_i$.

## How the lemmas carry the argument

`upperLevel_secular` squares the square root and finishes with `linear_combination`, which is the factorisation $(s-c^2)(s+c^2)$. `upperLevel_nonneg` compares $c^2$ with the root by squaring, and `upperLevel_lt` passes from $|p|<|q|$ to $p^2<q^2$ and then through the monotone square root.

In `upperLevel_isGreatest`, the first half supplies the explicit eigenvector and checks its two rows. The second half assumes a larger eigenvalue. There `hpos` is the inequality $D>0$, while `k0` and `k1` are the equations $Dv_0=0$ and $Dv_1=0$, obtained as linear combinations of the two rows.

`upper_eigenvalue_bounds` first replaces `E` by the formula, since a set has at most one greatest element. The step `hup` drops $E^2$ from the secular equation, `hsq` squares the resulting bound, and the final inequalities insert it back.

For the basis, `Matrix.mulVec_single_one` turns the action on a unit vector into a column of the matrix. `cutoff_keptWave` compares the columns row by row: the two rows belonging to wave `i` reproduce the block calculation, and all others vanish. `cutoff_highWave` inspects the column of the large component `j`. Its large rows are zero, and a nonzero small row would need the label `j`, which the cutoff has excluded. The last theorem combines these results with the strict growth of the level.

## Free waves only, and one branch of the spectrum

The guarantee is exact for real matrices of this form, with any finite number of waves and any momenta. It does not depend on how far `j` lies beyond the cutoff: the level is zero just above $K$ and remains zero at the top of the basis.

The model contains no potential, so the theorems do not say how far the levels of an atom or a solid would shift when the waves mix. Spin enters only through the reduction to the block $H(k)$, which is made before the Lean file begins. The negative-energy levels are still present in the cut matrix for the kept waves, so zero is not its lowest eigenvalue if at least one wave is kept; the inversion concerns the upper levels, which represent electrons. Rounding errors and the behaviour of an iterative eigensolver are separate questions.

The theorems also do not single out equal cutoffs as the only remedy. They show that, for free waves in this basis, a large component whose small partner has been removed has no kinetic energy at all.
